# The rVV10-to-VV10 kernel ratio lies between √(k/k′) and √(k′/k)

## Two kernels with the same parameters

All quantities are real numbers, and primes mark the second of two points in the electron density.

```lean
import Mathlib

open Filter Topology

namespace VV10KernelRatio

noncomputable section
```

At separation R, each point has a local frequency parameter ω and a damping parameter κ, which keeps the VV10 kernel finite at R = 0. They enter through

g = ωR² + κ.

```lean
/-- The VV10 function `g = ω R² + κ` of one point, at distance `R` from the other. -/
def gap (ω κ R : ℝ) : ℝ := ω * R ^ 2 + κ
```

Dividing by κ gives the dimensionless variable

z = g/κ = 1 + (ω/κ)R².

```lean
/-- The reduced variable `z = 1 + (ω/κ) R²`, for `κ ≠ 0`. -/
def reduced (ω κ R : ℝ) : ℝ := 1 + ω / κ * R ^ 2
```

The VV10 kernel, in atomic units, is

−3 / (2 g g′ (g + g′)).

```lean
/-- The VV10 kernel in its original form, for `g`, `g'` and `g + g'` nonzero. -/
def vv10OfGap (g g' : ℝ) : ℝ := -3 / (2 * g * g' * (g + g'))
```

Written with g = kz and g′ = k′z′, where k stands for κ, it becomes

V = −3 / (2 kk′ zz′ (kz + k′z′)).

```lean
/-- The VV10 kernel in the variables `k, k', z, z'`, all positive. -/
def vv10Kernel (k k' z z' : ℝ) : ℝ :=
  -3 / (2 * (k * k') * (z * z') * (k * z + k' * z'))
```

The rVV10 kernel is

W = −3 / (2 (kk′)^(3/2) zz′ (z + z′)).

Its k-dependent prefactor splits into one factor per point. What remains depends only on R, ω/κ and ω′/κ′, a form suited to interpolation and convolution.

```lean
/-- The rVV10 kernel in the variables `k, k', z, z'`, all positive. -/
def rvv10Kernel (k k' z z' : ℝ) : ℝ :=
  -3 / (2 * (k * k') ^ (3 / 2 : ℝ) * (z * z') * (z + z'))
```

The quantity to be bounded is r = W/V. Both kernels take the same κ and ω, so refitting parameters between the two functionals is not accounted for.

```lean
/-- The rVV10 kernel divided by the VV10 kernel, for positive `k, k', z, z'`. -/
def kernelRatio (k k' z z' : ℝ) : ℝ := rvv10Kernel k k' z z' / vv10Kernel k k' z z'
```

The bounds depend only on t = √(k/k′), called `imbalance` in Lean.

```lean
/-- The imbalance `t = √(k/k')` between the two points, for positive `k, k'`. -/
def imbalance (k k' : ℝ) : ℝ := Real.sqrt (k / k')
```

## From the gap form to a weighted mean

For κ, κ′ > 0, substituting g = κz and g′ = κ′z′ gives

g g′ (g + g′) = κκ′ zz′ (κz + κ′z′).

In the proof, `key` is the identity g = κz, and `ring` matches the denominators.

```lean
/-- The original VV10 kernel at distance `R` is the factored kernel taken at the
reduced variables of the two points. -/
theorem vv10_factored {κ κ' : ℝ} (hκ : 0 < κ) (hκ' : 0 < κ') (ω ω' R : ℝ) :
    vv10OfGap (gap ω κ R) (gap ω' κ' R) =
      vv10Kernel κ κ' (reduced ω κ R) (reduced ω' κ' R) := by
  have key : ∀ w c : ℝ, 0 < c → gap w c R = c * reduced w c R := by
    intro w c hc
    have h : c * (w / c) = w := mul_div_cancel₀ w hc.ne'
    unfold gap reduced
    linear_combination (-R ^ 2) * h
  rw [key ω κ hκ, key ω' κ' hκ']
  unfold vv10OfGap vv10Kernel
  congr 1
  ring
```

For positive k, k′, z and z′, the common factors cancel:

r = (kz + k′z′) / (√(kk′) (z + z′)).

Since k/√(kk′) = t and k′/√(kk′) = 1/t,

r = (z t + z′/t) / (z + z′).

Lean writes k = a² and k′ = b², so that t = a/b (`hroot`) and (kk′)^(3/2) = (ab)³ (`hpow`). Then `field_simp` clears the denominators.

```lean
/-- The kernel ratio is the mean of `t` and `1/t` with weights `z` and `z'`. -/
theorem kernelRatio_eq_mean {k k' z z' : ℝ} (hk : 0 < k) (hk' : 0 < k')
    (hz : 0 < z) (hz' : 0 < z') :
    kernelRatio k k' z z' =
      (z * imbalance k k' + z' * (imbalance k k')⁻¹) / (z + z') := by
  -- write both parameters as squares, so that all roots disappear
  obtain ⟨a, ha, rfl⟩ : ∃ a : ℝ, 0 < a ∧ k = a ^ 2 :=
    ⟨Real.sqrt k, Real.sqrt_pos.2 hk, (Real.sq_sqrt hk.le).symm⟩
  obtain ⟨b, hb, rfl⟩ : ∃ b : ℝ, 0 < b ∧ k' = b ^ 2 :=
    ⟨Real.sqrt k', Real.sqrt_pos.2 hk', (Real.sq_sqrt hk'.le).symm⟩
  have hroot : Real.sqrt (a ^ 2 / b ^ 2) = a / b := by
    rw [← div_pow, Real.sqrt_sq (by positivity)]
  have hpow : (a ^ 2 * b ^ 2) ^ (3 / 2 : ℝ) = (a * b) ^ 3 := by
    rw [← mul_pow, ← Real.rpow_natCast (a * b) 2, ← Real.rpow_mul (by positivity),
      ← Real.rpow_natCast (a * b) 3]
    norm_num
  have h1 : a ^ 2 * z + b ^ 2 * z' ≠ 0 := by positivity
  have h2 : z + z' ≠ 0 := by positivity
  simp only [kernelRatio, rvv10Kernel, vv10Kernel, imbalance, hroot, hpow]
  field_simp
```

## Bounds on the ratio and the kernel error

Let m = min(t, 1/t) and M = max(t, 1/t). As z and z′ are positive,

m(z + z′) ≤ z t + z′/t ≤ M(z + z′).

Dividing by z + z′ gives m ≤ r ≤ M. The `nlinarith` calls add the two weighted inequalities on each side.

```lean
/-- The ratio of the rVV10 kernel to the VV10 kernel lies between the smaller and
the larger of `t` and `1/t`, where `t = √(k/k')`. -/
theorem kernelRatio_bounds {k k' z z' : ℝ} (hk : 0 < k) (hk' : 0 < k')
    (hz : 0 < z) (hz' : 0 < z') :
    min (imbalance k k') (imbalance k k')⁻¹ ≤ kernelRatio k k' z z' ∧
      kernelRatio k k' z z' ≤ max (imbalance k k') (imbalance k k')⁻¹ := by
  rw [kernelRatio_eq_mean hk hk' hz hz']
  generalize (imbalance k k')⁻¹ = s
  generalize imbalance k k' = t
  have hsum : 0 < z + z' := by positivity
  constructor
  · rw [le_div_iff₀ hsum]
    nlinarith [mul_le_mul_of_nonneg_left (min_le_left t s) hz.le,
      mul_le_mul_of_nonneg_left (min_le_right t s) hz'.le]
  · rw [div_le_iff₀ hsum]
    nlinarith [mul_le_mul_of_nonneg_left (le_max_left t s) hz.le,
      mul_le_mul_of_nonneg_left (le_max_right t s) hz'.le]
```

To bound the error of setting r to one, note that

t + 1/t − 2 = (t − 1)²/t ≥ 0.

Since m + M = t + 1/t, it follows that 1 − m ≤ M − 1, and therefore |r − 1| ≤ M − 1. Multiplying by |V| and using W − V = (r − 1)V gives

|W − V| ≤ (M − 1)|V|.

In Lean, `two_le` supplies the first inequality and `min_add_max` the sum m + M. This bounds the error of the kernel at a pair of points, not directly that of a correlation energy.

```lean
/-- Replacing the VV10 kernel by the rVV10 kernel makes a relative error of at most
`max(t, 1/t) - 1`. -/
theorem kernel_error_bound {k k' z z' : ℝ} (hk : 0 < k) (hk' : 0 < k')
    (hz : 0 < z) (hz' : 0 < z') :
    |rvv10Kernel k k' z z' - vv10Kernel k k' z z'| ≤
      (max (imbalance k k') (imbalance k k')⁻¹ - 1) * |vv10Kernel k k' z z'| := by
  have hV : vv10Kernel k k' z z' ≠ 0 :=
    div_ne_zero (by norm_num) (by positivity)
  have ht : 0 < imbalance k k' := Real.sqrt_pos.2 (div_pos hk hk')
  -- a positive number and its inverse add up to at least two
  have two_le : ∀ t s : ℝ, 0 < s → t * s = 1 → 2 ≤ t + s := by
    intro t s hs h
    have e : t + s - 2 = s * (t - 1) ^ 2 := by linear_combination (2 - t) * h
    have p : 0 ≤ s * (t - 1) ^ 2 := by positivity
    linarith
  have h2 := two_le _ _ (inv_pos.2 ht) (mul_inv_cancel₀ ht.ne')
  have hmm := min_add_max (imbalance k k') (imbalance k k')⁻¹
  obtain ⟨hlo, hhi⟩ := kernelRatio_bounds hk hk' hz hz'
  have hr : |kernelRatio k k' z z' - 1| ≤
      max (imbalance k k') (imbalance k k')⁻¹ - 1 :=
    abs_le.2 ⟨by linarith, by linarith⟩
  have e : rvv10Kernel k k' z z' - vv10Kernel k k' z z' =
      (kernelRatio k k' z z' - 1) * vv10Kernel k k' z z' := by
    rw [kernelRatio, sub_mul, div_mul_cancel₀ _ hV, one_mul]
  rw [e, abs_mul]
  exact mul_le_mul_of_nonneg_right hr (abs_nonneg _)
```

## Where the kernels agree

The deviation from one factorises:

r − 1 = (t − 1)(z t − z′) / (t(z + z′)).

It vanishes exactly when t = 1 or z t = z′. With all variables positive, these conditions are k = k′ and kz² = k′z′². The identity `hfac` is the factorisation multiplied by z + z′; the two directions of the proof then translate between its zeros and the stated conditions.

```lean
/-- The two kernels agree exactly when `k = k'` or `k z² = k' z'²`. -/
theorem kernelRatio_eq_one_iff {k k' z z' : ℝ} (hk : 0 < k) (hk' : 0 < k')
    (hz : 0 < z) (hz' : 0 < z') :
    kernelRatio k k' z z' = 1 ↔ k = k' ∨ k * z ^ 2 = k' * z' ^ 2 := by
  have hsum : z + z' ≠ 0 := by positivity
  rw [kernelRatio_eq_mean hk hk' hz hz', div_eq_one_iff_eq hsum]
  have ht : 0 < imbalance k k' := Real.sqrt_pos.2 (div_pos hk hk')
  have hkt : k = imbalance k k' ^ 2 * k' := by
    unfold imbalance
    rw [Real.sq_sqrt (div_pos hk hk').le, div_mul_cancel₀ _ hk'.ne']
  generalize imbalance k k' = t at ht hkt ⊢
  -- the deviation from one factorises
  have hfac : z * t + z' * t⁻¹ - (z + z') = (t - 1) * (z * t - z') / t := by
    field_simp
    ring
  constructor
  · intro h
    rw [h, sub_self] at hfac
    have h0 : (t - 1) * (z * t - z') = 0 :=
      (div_eq_zero_iff.1 hfac.symm).resolve_right ht.ne'
    rcases mul_eq_zero.1 h0 with h1 | h1
    · left
      linear_combination hkt + (t + 1) * k' * h1
    · right
      linear_combination z ^ 2 * hkt + (z * t + z') * k' * h1
  · intro h
    have h0 : (t - 1) * (z * t - z') = 0 := by
      rcases h with h | h
      · have e : (t - 1) * ((t + 1) * k') = 0 := by linear_combination h - hkt
        have p : (t + 1) * k' ≠ 0 := by positivity
        rw [(mul_eq_zero.1 e).resolve_right p, zero_mul]
      · have e : (z * t - z') * ((z * t + z') * k') = 0 := by
          linear_combination h - z ^ 2 * hkt
        have p : (z * t + z') * k' ≠ 0 := by positivity
        rw [(mul_eq_zero.1 e).resolve_right p, mul_zero]
    rw [h0, zero_div] at hfac
    exact sub_eq_zero.1 hfac
```

## Approach to the two bounds

Rewriting the mean as

r = t + z′(1/t − t)/(z + z′)

shows that r → t as z → ∞ with z′ fixed. Lean takes the limit of this expression and identifies it with the kernel ratio for z > 0.

```lean
/-- For fixed `z'` the kernel ratio tends to `t` as `z` grows without bound. -/
theorem kernelRatio_tendsto_left {k k' z' : ℝ} (hk : 0 < k) (hk' : 0 < k')
    (hz' : 0 < z') :
    Tendsto (fun z => kernelRatio k k' z z') atTop (𝓝 (imbalance k k')) := by
  have h0 : Tendsto (fun z : ℝ =>
      z' * ((imbalance k k')⁻¹ - imbalance k k') / (z + z')) atTop (𝓝 0) :=
    tendsto_const_nhds.div_atTop (tendsto_atTop_add_const_right _ _ tendsto_id)
  have h1 := h0.const_add (imbalance k k')
  rw [add_zero] at h1
  refine h1.congr' ?_
  filter_upwards [eventually_gt_atTop (0 : ℝ)] with z hz
  have hne : z + z' ≠ 0 := by positivity
  rw [kernelRatio_eq_mean hk hk' hz hz', eq_div_iff hne, add_mul,
    div_mul_cancel₀ _ hne]
  ring
```

Exchanging the two points replaces t by 1/t and leaves r unchanged, so r → 1/t as z′ → ∞ with z fixed. Together the limits show that no tighter bounds depending on k and k′ alone hold for all positive z and z′. They are not limits of large R, which makes both variables grow when ω and ω′ are positive.

```lean
/-- For fixed `z` the kernel ratio tends to `1/t` as `z'` grows without bound. -/
theorem kernelRatio_tendsto_right {k k' z : ℝ} (hk : 0 < k) (hk' : 0 < k')
    (hz : 0 < z) :
    Tendsto (fun z' => kernelRatio k k' z z') atTop (𝓝 (imbalance k k')⁻¹) := by
  have hs : imbalance k' k = (imbalance k k')⁻¹ := by
    unfold imbalance
    rw [← Real.sqrt_inv, inv_div]
  rw [← hs]
  -- exchange the two points
  refine (kernelRatio_tendsto_left hk' hk hz).congr fun z' => ?_
  unfold kernelRatio rvv10Kernel vv10Kernel
  rw [mul_comm k' k, mul_comm z' z, add_comm z' z, add_comm (k' * z') (k * z)]
```

## The bound at every distance

Take κ, κ′ > 0, as at points of nonzero density, and ω, ω′ ≥ 0, as for frequencies. Then z, z′ ≥ 1 for every R, and the factorisation carries the bounds over to the original VV10 kernel:

min(t, 1/t) ≤ W / [−3/(2 g g′ (g + g′))] ≤ max(t, 1/t), with t = √(κ/κ′).

Lean needs only z, z′ > 0, which `positivity` supplies, before applying `vv10_factored` and `kernelRatio_bounds`.

```lean
/-- At every distance `R`, the rVV10 kernel divided by the original VV10 kernel lies
between the smaller and the larger of `t` and `1/t`, where `t = √(κ/κ')`. -/
theorem kernelRatio_bounds_at_distance {ω ω' κ κ' : ℝ} (hω : 0 ≤ ω) (hω' : 0 ≤ ω')
    (hκ : 0 < κ) (hκ' : 0 < κ') (R : ℝ) :
    min (imbalance κ κ') (imbalance κ κ')⁻¹ ≤
        rvv10Kernel κ κ' (reduced ω κ R) (reduced ω' κ' R) /
          vv10OfGap (gap ω κ R) (gap ω' κ' R) ∧
      rvv10Kernel κ κ' (reduced ω κ R) (reduced ω' κ' R) /
          vv10OfGap (gap ω κ R) (gap ω' κ' R) ≤
        max (imbalance κ κ') (imbalance κ κ')⁻¹ := by
  have hz : 0 < reduced ω κ R := by unfold reduced; positivity
  have hz' : 0 < reduced ω' κ' R := by unfold reduced; positivity
  rw [vv10_factored hκ hκ']
  exact kernelRatio_bounds hκ hκ' hz hz'

end

end VV10KernelRatio
```

```lean
#print axioms VV10KernelRatio.kernelRatio_bounds
#print axioms VV10KernelRatio.kernelRatio_eq_one_iff
#print axioms VV10KernelRatio.kernelRatio_tendsto_right
#print axioms VV10KernelRatio.kernelRatio_bounds_at_distance
```

```
'VV10KernelRatio.kernelRatio_bounds' depends on axioms: [propext, Classical.choice, Quot.sound]
'VV10KernelRatio.kernelRatio_eq_one_iff' depends on axioms: [propext, Classical.choice, Quot.sound]
'VV10KernelRatio.kernelRatio_tendsto_right' depends on axioms: [propext, Classical.choice, Quot.sound]
'VV10KernelRatio.kernelRatio_bounds_at_distance' depends on axioms: [propext, Classical.choice, Quot.sound]
```
